# For real symmetric fragment matrices, the divide-and-conquer electron count is a sum over fragments

In a divide-and-conquer calculation, the fragments share one Fermi level, which is adjusted until the total number of electrons is right. Each trial value changes the fragment density matrices $P^a$ and calls for a new electron count. If $P$ is the density matrix per spin assembled from them, with entries between two fragments averaged, and $S$ is the overlap matrix, that count is $\mathrm{tr}(PS)$ per spin. The theorem below lets each fragment compute its own share from $P^a$ and $S$, so that only one number per fragment has to be added up and $P$ need not be built during the search. It holds for a finite, real basis in which every basis function belongs to exactly one fragment.

## Basis functions, fragments and the assembled matrix

```lean
import Mathlib

open Matrix

namespace DivideAndConquerDensity

noncomputable section

variable {n ι : Type*} [Fintype n] [Fintype ι] [DecidableEq ι]
```

The type `n` labels the basis functions and the type `ι` labels the fragments. Both are finite, and `DecidableEq ι` lets Lean test whether two fragment labels are equal. There is no geometry, no atom list and no distance cutoff.

```lean
/-- The density matrix assembled from fragment matrices `P a`, each entry weighted by the
mean of the fragment weights of its two basis functions. -/
def assemble {n ι : Type*} [Fintype ι] (w : ι → n → ℝ) (P : ι → Matrix n n ℝ) :
    Matrix n n ℝ :=
  Matrix.of fun i j => ∑ a, (w a i + w a j) / 2 * P a i j
```

Here `w a i` is the weight $w^a_i$ of basis function $i$ in fragment $a$, and `P a` is the fragment matrix $P^a$. The definition reads

$$P_{ij} = \sum_a \frac{w^a_i + w^a_j}{2}\, P^a_{ij}.$$

Every $P^a$ has the full size of the basis. In practice a fragment calculation covers only the fragment and a surrounding buffer region; to fit the definition here, its matrix is thought of as padded with zeros elsewhere. The expression `fun i j => ...` gives the entry in row $i$ and column $j$, and `Matrix.of` turns this rule into a matrix.

```lean
/-- The indicator of fragment `a`: one on the basis functions assigned to `a`, zero on
all others. -/
def indicator {n ι : Type*} [DecidableEq ι] (frag : n → ι) (a : ι) (i : n) : ℝ :=
  if frag i = a then 1 else 0
```

The map `frag` sends each basis function to its fragment. Because a function has exactly one value at each argument, `frag` encodes a partition: no basis function is left out or assigned twice. The indicator is $w^a_i = 1$ if `frag i = a` and $w^a_i = 0$ otherwise. Buffer functions of fragment $a$ have weight zero in $a$, although they may have nonzero entries in $P^a$.

## Symmetry of the assembled matrix

```lean
omit [Fintype n] [DecidableEq ι] in
/-- Symmetric fragment matrices assemble to a symmetric density matrix, for any weights. -/
theorem assemble_isSymm (w : ι → n → ℝ) {P : ι → Matrix n n ℝ}
    (hP : ∀ a, (P a).IsSymm) : (assemble w P).IsSymm := by
  refine Matrix.IsSymm.ext fun i j => ?_
  simp only [assemble, Matrix.of_apply]
  refine Finset.sum_congr rfl fun a _ => ?_
  rw [(hP a).apply i j, add_comm (w a j)]
```

The hypothesis `hP` says that every $P^a$ is symmetric. The conclusion, after the colon, says that $P$ is symmetric too, whatever the real weights are. By hand,

$$P_{ji} = \sum_a \frac{w^a_j + w^a_i}{2}\, P^a_{ji} = \sum_a \frac{w^a_i + w^a_j}{2}\, P^a_{ij} = P_{ij}.$$

The Lean proof follows this line. `Matrix.IsSymm.ext` reduces symmetry to a statement about entries, and `Finset.sum_congr` reduces equality of the two sums to equality of their terms. The command `rw` then replaces $P^a_{ji}$ by $P^a_{ij}$ and exchanges the two weights.

## From averaged weights to row weights

```lean
/-- For symmetric matrices `A` and `S`, the contraction with symmetrised weights equals the
contraction weighted by the row index alone. -/
theorem fragment_contraction (w : n → ℝ) {A S : Matrix n n ℝ}
    (hA : A.IsSymm) (hS : S.IsSymm) :
    ∑ i, ∑ j, (w i + w j) / 2 * A i j * S j i = ∑ i, w i * (A * S) i i := by
  -- exchange the two indices and use the symmetry of both matrices
  have swap : ∑ i, ∑ j, w j * (A i j * S j i) = ∑ i, ∑ j, w i * (A i j * S j i) := by
    rw [Finset.sum_comm]
    refine Finset.sum_congr rfl fun i _ => Finset.sum_congr rfl fun j _ => ?_
    rw [hA.apply i j, hS.apply j i]
  have split : ∑ i, ∑ j, (w i + w j) / 2 * A i j * S j i
      = 1 / 2 * ∑ i, ∑ j, w i * (A i j * S j i)
        + 1 / 2 * ∑ i, ∑ j, w j * (A i j * S j i) := by
    simp only [Finset.mul_sum, ← Finset.sum_add_distrib]
    refine Finset.sum_congr rfl fun i _ => Finset.sum_congr rfl fun j _ => ?_
    ring
  have row : ∑ i, w i * (A * S) i i = ∑ i, ∑ j, w i * (A i j * S j i) := by
    simp only [Matrix.mul_apply, Finset.mul_sum]
  rw [split, swap, row]
  ring
```

This lemma treats one fragment, with a symmetric matrix $A$ in the role of $P^a$ and a single set of weights $w_i$. It states

$$\sum_{i,j} \frac{w_i + w_j}{2}\, A_{ij} S_{ji} = \sum_i w_i\, (AS)_{ii}.$$

To derive it, split the left side into two halves, one weighted by $w_i$ and the other by $w_j$. In the second half, exchange the names of the summation indices and then use the symmetry of both matrices:

$$\sum_{i,j} w_j A_{ij} S_{ji} = \sum_{i,j} w_i A_{ji} S_{ij} = \sum_{i,j} w_i A_{ij} S_{ji}.$$

The two halves are therefore equal, and together they give $\sum_{i,j} w_i A_{ij} S_{ji}$. Since $(AS)_{ii} = \sum_j A_{ij} S_{ji}$, this is the right side.

Each `have` in the proof records one of these steps: `swap` is the displayed exchange, `split` is the division into halves, and `row` writes out the matrix product. The last two lines substitute them, and `ring` finishes the elementary algebra.

```lean
omit [DecidableEq ι] in
/-- For symmetric fragment matrices and arbitrary real weights, the trace of the assembled density
matrix with a symmetric matrix `S` is a sum of weighted diagonal entries of the fragment products.
-/
theorem trace_assemble_mul (w : ι → n → ℝ) {P : ι → Matrix n n ℝ} {S : Matrix n n ℝ}
    (hP : ∀ a, (P a).IsSymm) (hS : S.IsSymm) :
    (assemble w P * S).trace = ∑ a, ∑ i, w a i * (P a * S) i i := by
  calc (assemble w P * S).trace
      = ∑ i, ∑ j, ∑ a, (w a i + w a j) / 2 * P a i j * S j i := by
        simp only [Matrix.trace, Matrix.diag_apply, Matrix.mul_apply, assemble,
          Matrix.of_apply, Finset.sum_mul]
    _ = ∑ a, ∑ i, ∑ j, (w a i + w a j) / 2 * P a i j * S j i :=
        (Finset.sum_congr rfl fun i _ => Finset.sum_comm).trans Finset.sum_comm
    _ = ∑ a, ∑ i, w a i * (P a * S) i i :=
        Finset.sum_congr rfl fun a _ => fragment_contraction (w a) (hP a) hS
```

Now the fragments are added up. Inserting the definition of $P$ into the trace gives

$$\mathrm{tr}(PS) = \sum_{i,j} P_{ij} S_{ji} = \sum_a \sum_{i,j} \frac{w^a_i + w^a_j}{2}\, P^a_{ij} S_{ji} = \sum_a \sum_i w^a_i\, (P^a S)_{ii},$$

where the last equality applies the previous lemma to each fragment. The `calc` block follows the same route. Its first step writes out the trace and inserts the definition of $P$ at once, which leaves the sum over $a$ innermost; the second step moves that sum to the front, and the third applies the lemma.

The weights are arbitrary real numbers here, so smooth partitions are included. Even the normalisation $\sum_a w^a_i = 1$ is not required for the identity, although a sensible density matrix would call for it.

## The trace formula for a partition

```lean
/-- For basis functions partitioned into fragments, with symmetric fragment matrices and a symmetric
overlap matrix `S`, the assembled density matrix is symmetric, and its trace with the overlap matrix
`S` is the sum over fragments `a` and basis functions `i` in `a` of the diagonal entries of `P a *
S`. -/
theorem divide_and_conquer_trace (frag : n → ι) {P : ι → Matrix n n ℝ}
    {S : Matrix n n ℝ} (hP : ∀ a, (P a).IsSymm) (hS : S.IsSymm) :
    (assemble (indicator frag) P).IsSymm ∧
      (assemble (indicator frag) P * S).trace
        = ∑ a, ∑ i with frag i = a, (P a * S) i i := by
  refine ⟨assemble_isSymm _ hP, ?_⟩
  rw [trace_assemble_mul _ hP hS]
  refine Finset.sum_congr rfl fun a _ => ?_
  -- the indicator restricts the sum to the fragment's own basis functions
  rw [Finset.sum_filter]
  refine Finset.sum_congr rfl fun i _ => ?_
  simp only [indicator, ite_mul, one_mul, zero_mul]
```

This is the main theorem. The symbol `∧` means "and": $P$ is symmetric, and

$$\mathrm{tr}(PS) = \sum_a \sum_{i \in a} (P^a S)_{ii}.$$

The notation `∑ i with frag i = a` is the restricted sum over $i \in a$. The proof takes symmetry from `assemble_isSymm` and the trace from `trace_assemble_mul`, and then inserts the indicator: a factor of one keeps the term, and a factor of zero removes it.

The only property of $S$ that enters is its symmetry. The overlap matrix of a real basis has it, and so does a real Hamiltonian matrix $H$, so the same theorem splits the band energy per spin, $\mathrm{tr}(PH)$, into fragment contributions. Complex Hermitian matrices, as they occur at general k-points, are not covered. The theorem is also silent on how well the fragment matrices approximate the density matrix of the whole system.

## Entries as means, and a case of exact assembly

```lean
omit [Fintype n] in
/-- With a partition, each entry of the assembled matrix is the mean of the values given by
the fragments of its two basis functions. -/
theorem assemble_indicator_apply (frag : n → ι) (P : ι → Matrix n n ℝ) (i j : n) :
    assemble (indicator frag) P i j = (P (frag i) i j + P (frag j) i j) / 2 := by
  have split : assemble (indicator frag) P i j
      = ∑ a, (indicator frag a i * (P a i j / 2) + indicator frag a j * (P a i j / 2)) := by
    simp only [assemble, Matrix.of_apply]
    refine Finset.sum_congr rfl fun a _ => ?_
    ring
  rw [split, Finset.sum_add_distrib]
  simp only [indicator, ite_mul, one_mul, zero_mul, Finset.sum_ite_eq, Finset.mem_univ,
    if_true]
  ring
```

For a partition, the sum over fragments in the definition of $P_{ij}$ collapses. The weight $w^a_i$ selects the fragment of $i$, and $w^a_j$ selects the fragment of $j$, so

$$P_{ij} = \tfrac12\left(P^{\mathrm{frag}(i)}_{ij} + P^{\mathrm{frag}(j)}_{ij}\right).$$

If $i$ and $j$ lie in the same fragment, the entry is simply copied from that fragment's matrix. If they lie in different fragments, the two available values are averaged. In the proof, `split` separates the two weights, and `Finset.sum_ite_eq` evaluates a sum in which only one term survives. No symmetry is needed.

```lean
omit [Fintype n] in
/-- If every fragment matrix is symmetric and reproduces the rows of a symmetric global matrix `P₀`
that belong to its own basis functions, the assembled matrix is `P₀`. -/
theorem assemble_exact (frag : n → ι) {P : ι → Matrix n n ℝ} {P₀ : Matrix n n ℝ}
    (hP : ∀ a, (P a).IsSymm) (h₀ : P₀.IsSymm)
    (hrow : ∀ i j, P (frag i) i j = P₀ i j) :
    assemble (indicator frag) P = P₀ := by
  ext i j
  -- the column entry follows from the row entry by symmetry
  have hcol : P (frag j) i j = P₀ i j := by
    rw [← (hP (frag j)).apply i j, hrow j i, h₀.apply i j]
  rw [assemble_indicator_apply, hrow i j, hcol]
  ring
```

Let $P_0$, written `P₀` in Lean, be a symmetric matrix for the whole system. The hypothesis `hrow` says that each fragment reproduces the rows of its own basis functions: $P^{\mathrm{frag}(i)}_{ij} = (P_0)_{ij}$ for all $i$ and $j$. Then the assembled matrix equals $P_0$.

One of the two values in the mean is correct by hypothesis. The other follows from symmetry:

$$P^{\mathrm{frag}(j)}_{ij} = P^{\mathrm{frag}(j)}_{ji} = (P_0)_{ji} = (P_0)_{ij}.$$

This is `hcol` in the proof, and the mean of two equal numbers is that number. The hypothesis concerns complete rows. For a zero-padded fragment matrix it therefore demands that $P_0$ have no entries connecting the fragment to functions beyond its buffer. In a real system such entries are generally not all zero, even where they are small, so the hypothesis describes an ideal limit.

## Two basis functions, worked through

```lean
/-- Two fragment matrices for a model with two basis functions. -/
def twoFragments : Fin 2 → Matrix (Fin 2) (Fin 2) ℝ :=
  ![!![1 / 2, 1 / 2; 1 / 2, 1 / 2], !![0, 0; 0, 1]]
```

The notation `!![a, b; c, d]` lists a matrix row by row. Lean counts from zero, so the two model fragment matrices are

$$F^0 = \begin{pmatrix} 1/2 & 1/2 \\ 1/2 & 1/2 \end{pmatrix}, \qquad F^1 = \begin{pmatrix} 0 & 0 \\ 0 & 1 \end{pmatrix}.$$

Basis function 0 belongs to fragment 0 and basis function 1 to fragment 1. The diagonal entries are copied and the off-diagonal ones averaged, which gives

$$P = \begin{pmatrix} 1/2 & 1/4 \\ 1/4 & 1 \end{pmatrix}.$$

To see the trace formula in numbers, take a symmetric $S$ with ones on the diagonal and $0.2$ off it. Directly,

$$\mathrm{tr}(PS) = 0.5 + 1 + 2 \times 0.25 \times 0.2 = 1.6.$$

From the fragments, $(F^0 S)_{00} = 0.5 + 0.5 \times 0.2 = 0.6$ and $(F^1 S)_{11} = 0 \times 0.2 + 1 = 1$, which again add up to $1.6$. These numbers illustrate the algebra only: with this $S$ as overlap matrix, $F^0$ would put $1.2$ electrons of one spin into a single orbital, so it is not a physical density matrix in that basis. For the rest of this example the basis is taken to be orthonormal.

```lean
/-- The two model fragment matrices are symmetric and idempotent, but the matrix assembled from
them, with basis function `i` in fragment `i`, is not idempotent. -/
theorem idempotency_lost :
    (∀ a, (twoFragments a).IsSymm ∧ twoFragments a * twoFragments a = twoFragments a) ∧
      assemble (indicator id) twoFragments * assemble (indicator id) twoFragments
        ≠ assemble (indicator id) twoFragments := by
  constructor
  · intro a
    refine ⟨Matrix.IsSymm.ext fun i j => ?_, ?_⟩
    · fin_cases a <;> fin_cases i <;> fin_cases j <;> simp [twoFragments]
    · ext i j
      fin_cases a <;> fin_cases i <;> fin_cases j <;>
        norm_num [twoFragments, Matrix.mul_apply, Fin.sum_univ_two]
  · intro h
    -- compare the first diagonal entries
    have h00 := congrFun (congrFun h 0) 0
    simp only [Matrix.mul_apply, Fin.sum_univ_two, assemble_indicator_apply, id] at h00
    norm_num [twoFragments] at h00
```

In an orthonormal basis, a density matrix per spin whose orbitals are either full or empty satisfies $P^2 = P$. Both fragment matrices have this property: $F^0$ projects onto the normalised sum of the two basis functions, and $F^1$ projects onto basis function 1. The assembled matrix does not, because

$$(P^2)_{00} = \tfrac14 + \tfrac1{16} = \tfrac5{16} \neq \tfrac12 = P_{00}.$$

The partition is given as `indicator id`, where `id` is the identity map that sends basis function $i$ to fragment $i$. For the first claim, `fin_cases` runs through all fragments and entries. For the second, the proof assumes equality as `h`, compares the entries with indices $0,0$, and lets `norm_num` find the numerical contradiction.

The eigenvalues of $P$ are $\tfrac34 \pm \tfrac{\sqrt2}{4}$, about $1.10$ and $0.40$. One occupation thus exceeds the Pauli limit of one per spin orbital, even though each fragment matrix on its own is a valid density matrix. Here the trace is $1.5$, and an idempotent matrix always has an integer trace, so the electron count already reveals the defect. In general it need not: the diagonal matrix with entries $\tfrac12$ and $\tfrac12$ has trace $1$ but is not idempotent.

```lean
/-- For the two model fragment matrices, with basis function `i` in fragment `i`, and the
non-symmetric matrix whose only nonzero entry is a one in row 0, column 1, the fragment formula for
the trace fails. -/
theorem trace_formula_needs_symmetric_S :
    (assemble (indicator id) twoFragments * !![0, 1; 0, 0]).trace
      ≠ ∑ a : Fin 2, ∑ i : Fin 2 with id i = a,
          (twoFragments a * !![0, 1; 0, 0] : Matrix (Fin 2) (Fin 2) ℝ) i i := by
  simp only [Finset.sum_filter, Matrix.trace, Matrix.diag_apply, Matrix.mul_apply,
    Fin.sum_univ_two, assemble_indicator_apply, id]
  norm_num [twoFragments]

end

end DivideAndConquerDensity
```

The last theorem keeps the same fragments but takes a non-symmetric matrix whose only nonzero entry is $S_{01} = 1$. The assembled matrix gives

$$\mathrm{tr}(PS) = P_{10} S_{01} = \tfrac14.$$

The fragment terms are $(F^0 S)_{00} = 0$ and $(F^1 S)_{11} = F^1_{10} S_{01} = 0$, so their sum is zero. The symbol `≠` in the statement records this disagreement. Lean expands both sides into explicit sums and compares the numbers. What breaks down is the index exchange in `fragment_contraction`: without the symmetry of $S$, the row-weighted and column-weighted halves can differ. The fragment formula therefore should not be applied unchanged to a non-symmetric operator matrix.

```lean
#print axioms DivideAndConquerDensity.divide_and_conquer_trace
-- 'DivideAndConquerDensity.divide_and_conquer_trace' depends on axioms: [propext, Classical.choice, Quot.sound]
#print axioms DivideAndConquerDensity.assemble_exact
-- 'DivideAndConquerDensity.assemble_exact' depends on axioms: [propext, Classical.choice, Quot.sound]
#print axioms DivideAndConquerDensity.idempotency_lost
-- 'DivideAndConquerDensity.idempotency_lost' depends on axioms: [propext, Classical.choice, Quot.sound]
#print axioms DivideAndConquerDensity.trace_formula_needs_symmetric_S
-- 'DivideAndConquerDensity.trace_formula_needs_symmetric_S' depends on axioms: [propext, Classical.choice, Quot.sound]
```
